# The interband matrix element of H′ − eS′ for a generalised eigenvalue problem with an overlap matrix

The lemma `interband_element` concerns finite complex matrices H(k) and S(k), Hermitian at k₀, and a band state u(k) that solves H u = e S u near k₀ and is normalised there in the overlap metric S. If H, S and u are differentiable at k₀, with derivatives H′, S′ and u′, and w solves the same problem at k₀ with real energy μ and is S-orthogonal to u, then ⟨w, (H′ − e S′) u⟩ = (e − μ) ⟨w, S u′⟩ at k₀. The vector w need not be normalised, and both sides scale with it in the same way. The proof projects the eigenvalue equation on w, differentiates both sides and equates the two derivatives. The eigenvalue equation for w, applied from the left, and the orthogonality should then give the result.

In Lean, a first try:

```lean
import Mathlib

open Matrix Filter Topology

namespace InterbandElement

variable {n : Type*} [Fintype n]

/-- The matrix family `A(k)` has the entrywise derivative `A'` at `k₀`. -/
def HasMatrixDeriv (A : ℝ → Matrix n n ℂ) (A' : Matrix n n ℂ) (k₀ : ℝ) : Prop :=
  ∀ i j, HasDerivAt (fun k => A k i j) (A' i j) k₀

/-- A band of the generalized eigenvalue problem `H u = e S u` near `k₀`, with `H` and `S`
Hermitian at `k₀` and the state normalised there in the overlap metric. -/
structure IsBandAt (H S : ℝ → Matrix n n ℂ) (u : ℝ → n → ℂ) (e : ℝ → ℝ) (k₀ : ℝ) : Prop where
  hermH : (H k₀).IsHermitian
  hermS : (S k₀).IsHermitian
  eigen : ∀ᶠ k in 𝓝 k₀, H k *ᵥ u k = (e k : ℂ) • (S k *ᵥ u k)
  norm : star (u k₀) ⬝ᵥ (S k₀ *ᵥ u k₀) = 1

/-- The matrix element `⟨w, (H' - ε S') u⟩` between the vectors `w` and `u`. -/
def opticalElement (H' S' : Matrix n n ℂ) (ε : ℝ) (w u : n → ℂ) : ℂ :=
  star w ⬝ᵥ ((H' - (ε : ℂ) • S') *ᵥ u)

/-- `opticalElement` is the Hamiltonian term minus the energy times the overlap term. -/
theorem opticalElement_eq (H' S' : Matrix n n ℂ) (ε : ℝ) (w u : n → ℂ) :
    opticalElement H' S' ε w u
      = star w ⬝ᵥ (H' *ᵥ u) - (ε : ℂ) * (star w ⬝ᵥ (S' *ᵥ u)) := by
  simp only [opticalElement, sub_mulVec, smul_mulVec, dotProduct_sub, dotProduct_smul,
    smul_eq_mul]

/-- Product rule for `⟨w, A(k) u(k)⟩` with a fixed state `w` and differentiable `A` and `u`. -/
theorem hasDerivAt_element {A : ℝ → Matrix n n ℂ} {A' : Matrix n n ℂ} {u : ℝ → n → ℂ}
    {u' : n → ℂ} {k₀ : ℝ} (w : n → ℂ) (hA : HasMatrixDeriv A A' k₀)
    (hu : HasDerivAt u u' k₀) :
    HasDerivAt (fun k => star w ⬝ᵥ (A k *ᵥ u k))
      (star w ⬝ᵥ (A' *ᵥ u k₀) + star w ⬝ᵥ (A k₀ *ᵥ u')) k₀ := by
  have h : HasDerivAt (fun k => ∑ i, star (w i) * ∑ j, A k i j * u k j)
      (∑ i, star (w i) * ∑ j, (A' i j * u k₀ j + A k₀ i j * u' j)) k₀ :=
    HasDerivAt.fun_sum fun i _ => (HasDerivAt.fun_sum fun j _ =>
      (hA i j).fun_mul (hasDerivAt_pi.1 hu j)).const_mul _
  exact h.congr_deriv (by
    simp only [dotProduct, mulVec, Pi.star_apply, Finset.sum_add_distrib, mul_add])

/-- For Hermitian `H` and `S`, a solution of `H w = μ S w` with real `μ` also satisfies the
eigenvalue equation from the left: `⟨w, H x⟩ = μ ⟨w, S x⟩` for every `x`. -/
theorem left_eigen {H S : Matrix n n ℂ} (hH : H.IsHermitian) (hS : S.IsHermitian)
    {w : n → ℂ} {μ : ℝ} (hw : H *ᵥ w = (μ : ℂ) • (S *ᵥ w)) (x : n → ℂ) :
    star w ⬝ᵥ (H *ᵥ x) = (μ : ℂ) * (star w ⬝ᵥ (S *ᵥ x)) := by
  -- a Hermitian matrix may be moved to the other side of the inner product
  have key : ∀ A : Matrix n n ℂ, A.IsHermitian →
      star w ⬝ᵥ (A *ᵥ x) = star (A *ᵥ w) ⬝ᵥ x := by
    intro A hA
    rw [star_mulVec, hA.eq, ← dotProduct_mulVec]
  rw [key H hH, key S hS, hw, star_smul, smul_dotProduct, smul_eq_mul]
  simp

/-- Band velocity with an overlap matrix: if `H`, `S` and the state `u` of a band are
differentiable at `k₀`, then so is the energy, and `e' = ⟨u, (H' - e S') u⟩`. -/
theorem band_velocity {H S : ℝ → Matrix n n ℂ} {H' S' : Matrix n n ℂ} {u : ℝ → n → ℂ}
    {u' : n → ℂ} {e : ℝ → ℝ} {k₀ : ℝ} (hb : IsBandAt H S u e k₀)
    (hH : HasMatrixDeriv H H' k₀) (hS : HasMatrixDeriv S S' k₀) (hu : HasDerivAt u u' k₀) :
    HasDerivAt (fun k => (e k : ℂ)) (opticalElement H' S' (e k₀) (u k₀) (u k₀)) k₀ := by
  have hN := hasDerivAt_element (u k₀) hH hu
  have hD := hasDerivAt_element (u k₀) hS hu
  have hl := left_eigen hb.hermH hb.hermS hb.eigen.self_of_nhds
  have hnorm := hb.norm
  have h0 : star (u k₀) ⬝ᵥ (S k₀ *ᵥ u k₀) ≠ 0 := by
    rw [hnorm]
    exact one_ne_zero
  -- near `k₀` the energy is a quotient of two differentiable matrix elements
  have hq : (fun k => (e k : ℂ)) =ᶠ[𝓝 k₀] fun k =>
      (star (u k₀) ⬝ᵥ (H k *ᵥ u k)) / (star (u k₀) ⬝ᵥ (S k *ᵥ u k)) := by
    filter_upwards [hb.eigen, hD.continuousAt.eventually_ne h0] with k hk hne
    rw [hk, dotProduct_smul, smul_eq_mul, mul_div_cancel_right₀ _ hne]
  -- the terms with `u'` cancel by the eigenvalue equation from the left
  refine ((hN.fun_div hD h0).congr_deriv ?_).congr_of_eventuallyEq hq
  simp only [opticalElement_eq, hl, hnorm]
  ring

/-- Interband element: if `w` solves the eigenvalue problem at `k₀` with energy `μ` and is
`S`-orthogonal to the band state `u`, then `⟨w, (H' - e S') u⟩ = (e - μ) ⟨w, S u'⟩`, for
`H`, `S` and `u` differentiable at `k₀`. -/
theorem interband_element {H S : ℝ → Matrix n n ℂ} {H' S' : Matrix n n ℂ} {u : ℝ → n → ℂ}
    {u' w : n → ℂ} {e : ℝ → ℝ} {k₀ μ : ℝ} (hb : IsBandAt H S u e k₀)
    (hH : HasMatrixDeriv H H' k₀) (hS : HasMatrixDeriv S S' k₀) (hu : HasDerivAt u u' k₀)
    (hw : H k₀ *ᵥ w = (μ : ℂ) • (S k₀ *ᵥ w))
    (horth : star w ⬝ᵥ (S k₀ *ᵥ u k₀) = 0) :
    opticalElement H' S' (e k₀) w (u k₀)
      = ((e k₀ : ℂ) - (μ : ℂ)) * (star w ⬝ᵥ (S k₀ *ᵥ u')) := by
  have he := band_velocity hb hH hS hu
  have hN := hasDerivAt_element w hH hu
  have hD := hasDerivAt_element w hS hu
  have hl := left_eigen hb.hermH hb.hermS hw u'
  -- project the eigenvalue equation on `w` and differentiate both sides
  have hq : (fun k => star w ⬝ᵥ (H k *ᵥ u k)) =ᶠ[𝓝 k₀]
      fun k => (e k : ℂ) * (star w ⬝ᵥ (S k *ᵥ u k)) := by
    filter_upwards [hb.eigen] with k hk
    rw [hk, dotProduct_smul, smul_eq_mul]
  have huniq := hN.unique ((he.fun_mul hD).congr_of_eventuallyEq hq)
  rw [opticalElement_eq w := w]
  linear_combination huniq - hl
    + opticalElement H' S' (e k₀) (u k₀) (u k₀) * horth

end InterbandElement
```

Messages:

```
Main.lean:101:25: error: unexpected token ':='; expected ']'
```

Diagnosis. The message is a syntax error. In `rw [opticalElement_eq w := w]` the author-style naming of an argument lacks its parentheses: Lean's form for a named argument is `(w := w)`. Without them, Lean reads `opticalElement_eq w` as the lemma applied to `w` in its first position, and then meets `:=`, which cannot continue the term. It expected the closing `]` of the rewrite list there. The error arises in parsing, so it says nothing against the lemma or the mathematics of the proof.

The repair drops the named argument and gives all five explicit arguments in order: `H'`, `S'`, `e k₀`, `w` and `u k₀`. This is valid syntax, and the left side of `opticalElement_eq` is then exactly the matrix element on the left of the goal. The rewrite splits it into the Hamiltonian term minus the energy times the overlap term, and the unchanged `linear_combination` closes the goal.

Lean accepts the file once it reads:

```diff
@@ -99,5 +99,5 @@
     rw [hk, dotProduct_smul, smul_eq_mul]
   have huniq := hN.unique ((he.fun_mul hD).congr_of_eventuallyEq hq)
-  rw [opticalElement_eq w := w]
+  rw [opticalElement_eq H' S' (e k₀) w (u k₀)]
   linear_combination huniq - hl
     + opticalElement H' S' (e k₀) (u k₀) (u k₀) * horth
```
